# A second-order error bound for linearised Löwdin downfolding

Eliminating distant bands leaves a smaller problem whose matrix depends on the unknown energy. Linearising at a reference energy $E_0$ gives fixed matrices. How far do their levels move?

Let $E$ be an eigenvalue of the finite Hermitian matrix $\begin{pmatrix}A&C\\C^\dagger&B\end{pmatrix}$, with $E$ and $E_0$ at least $d>0$ from every level of $B$: the outer states are off resonance. Put $\delta=E-E_0$, $G=(E_0-B)^{-1}$, $X=GC^\dagger$, $O=1+X^\dagger X$, $L=A+CGC^\dagger+E_0X^\dagger X$. With $\|C\|$ the largest singular value of $C$, some real root of $\det(L-\mu O)=0$ satisfies

$$|\mu-E|\le\frac{\delta^2\|C\|^2}{d(d^2+\|C\|^2)}\le\frac{\delta^2\|C\|^2}{d^3}.$$

## From residual to level

Let $K=(E-B)^{-1}$. The eigenvector $(x,y)$ has $y=KC^\dagger x$, so $x\ne0$ and $(A+CKC^\dagger)x=Ex$. Since $G-K=\delta GK=\delta KG$,

$$K=G-\delta G^2+\delta^2GKG,$$
$$(L-EO)x=X^\dagger w,\quad w=-\delta^2KXx.$$

Diagonalising $B$ gives $\|G\|,\|K\|\le1/d$, hence $\|X\|\le k=\|C\|/d$ and $|w|\le\delta^2|Xx|/d$.

Factor $O=T^\dagger T$. Then $|Tu|^2=|u|^2+|Xu|^2$, so $T$ is invertible and $|Xu|^2\le\frac{k^2}{1+k^2}|Tu|^2$. With $S=T^{-1}$, $z=Tx$ and $M=S^\dagger LS$, the residual $g=(M-E)z=S^\dagger X^\dagger w$ obeys

$$|g|^2=\langle XSg,w\rangle\le\frac{\delta^2}{d}\frac{k^2}{1+k^2}|g||z|.$$

Expanding $z$ in eigenvectors of $M$, whose eigenvalues are the roots $\mu_i$, gives $\min_i|\mu_i-E||z|\le|g|$, hence the bound.

Without the gap at $E$ this fails: for $A=C=E_0=0$, $B=E=1$, the only root is $0$, but the bound demands $1$.

In code, solve $(E_0-B)X=C^\dagger$, form $L$ and $O$, and call a generalised Hermitian eigensolver.

## The bound in Lean

Types `m` and `n` index inner and outer orthonormal states; `‖C‖` is the largest singular value.

```lean
import Mathlib

open Matrix
open scoped Matrix.Norms.L2Operator MatrixOrder ComplexOrder

namespace LinearisedDownfolding

noncomputable section

variable {m n : Type*} [Fintype m] [DecidableEq m] [Fintype n] [DecidableEq n]

/-- Euclidean length of a vector of amplitudes. -/
def len (v : n → ℂ) : ℝ := ‖WithLp.toLp 2 v‖
```

Levels are real zeros of `secular`.

```lean
/-- Secular determinant `det (L - μ O)` of a Hamiltonian `L` with overlap matrix `O`. -/
def secular (L O : Matrix n n ℂ) (μ : ℝ) : ℂ := (L - (μ : ℂ) • O).det

/-- Every real level of `B` lies at distance at least `d` from the energy `z`. -/
def HasGap (B : Matrix n n ℂ) (z d : ℝ) : Prop :=
  ∀ b : ℝ, secular B 1 b = 0 → d ≤ |z - b|
```

`green B E0` is $G$; `green B E` is $K$.

```lean
/-- Green's function `(z - B)⁻¹` of the outer block, for `z` not a level of `B`. -/
def green (B : Matrix n n ℂ) (z : ℝ) : Matrix n n ℂ := ((z : ℂ) • 1 - B)⁻¹

/-- Overlap matrix `1 + C G² Cᴴ` at the reference energy `E0`, for `E0` not a level of `B`. -/
def overlap (B : Matrix n n ℂ) (C : Matrix m n ℂ) (E0 : ℝ) : Matrix m m ℂ :=
  1 + C * (green B E0 * green B E0) * Cᴴ

/-- Downfolded Hamiltonian `A + C G Cᴴ + E0 C G² Cᴴ`, for `E0` not a level of `B`. -/
def downfolded (A : Matrix m m ℂ) (B : Matrix n n ℂ) (C : Matrix m n ℂ) (E0 : ℝ) :
    Matrix m m ℂ :=
  A + C * green B E0 * Cᴴ + (E0 : ℂ) • (C * (green B E0 * green B E0) * Cᴴ)
```

Lengths become scalar products, and roots become eigenvectors.

```lean
omit [DecidableEq n] in
/-- The squared length of a vector is its scalar product with itself. -/
theorem len_sq (v : n → ℂ) : ((len v ^ 2 : ℝ) : ℂ) = star v ⬝ᵥ v := by
  rw [len, EuclideanSpace.norm_sq_eq]
  simp [dotProduct, Complex.conj_mul']

omit [DecidableEq m] [DecidableEq n] in
/-- The squared length of `K u` is the scalar product of `u` with `Kᴴ K u`. -/
theorem len_mulVec_sq (K : Matrix m n ℂ) (u : n → ℂ) :
    ((len (K *ᵥ u) ^ 2 : ℝ) : ℂ) = star u ⬝ᵥ ((Kᴴ * K) *ᵥ u) := by
  rw [len_sq, star_mulVec, ← dotProduct_mulVec, mulVec_mulVec]

/-- The secular determinant vanishes exactly when `L v = μ O v` has a nonzero solution. -/
theorem secular_eq_zero_iff (L O : Matrix n n ℂ) (μ : ℝ) :
    secular L O μ = 0 ↔ ∃ v, v ≠ 0 ∧ L *ᵥ v = (μ : ℂ) • (O *ᵥ v) := by
  rw [secular, ← exists_mulVec_eq_zero_iff]
  simp only [sub_mulVec, smul_mulVec, sub_eq_zero]
```

The eigenbasis expansion bounds the nearest level, then the Green's function.

```lean
/-- A Hermitian matrix has a level whose distance from `E` is at most the length of the
residual `(M - E) v` relative to that of the trial vector `v`. -/
theorem exists_level_near {M : Matrix n n ℂ} (hM : M.IsHermitian) (E : ℝ) {v : n → ℂ}
    (hv : v ≠ 0) : ∃ μ : ℝ, secular M 1 μ = 0 ∧
      |μ - E| * len v ≤ len ((M - (E : ℂ) • 1) *ᵥ v) := by
  have hne : Nonempty n := by
    by_contra h
    rw [not_nonempty_iff] at h
    exact hv (Subsingleton.elim _ _)
  obtain ⟨k, hk⟩ := Finite.exists_min fun i => |hM.eigenvalues i - E|
  let b := hM.eigenvectorBasis
  have hb (i : n) : M *ᵥ (b i).ofLp = (hM.eigenvalues i : ℂ) • (b i).ofLp :=
    (hM.mulVec_eigenvectorBasis i).trans (by ext j; simp [b])
  have hN : (M - (E : ℂ) • 1)ᴴ = M - (E : ℂ) • 1 := by simp [hM.eq]
  -- expand the residual in the eigenbasis
  have hi (i : n) (w : n → ℂ) : b.repr (WithLp.toLp 2 w) i = star (b i).ofLp ⬝ᵥ w := by
    rw [b.repr_apply_apply, EuclideanSpace.inner_eq_star_dotProduct, dotProduct_comm]
  have hc (i : n) : b.repr (WithLp.toLp 2 ((M - (E : ℂ) • 1) *ᵥ v)) i
      = ((hM.eigenvalues i - E : ℝ) : ℂ) * b.repr (WithLp.toLp 2 v) i := by
    rw [hi, hi, dotProduct_mulVec, ← hN, ← star_mulVec, sub_mulVec, hb, smul_mulVec,
      one_mulVec, ← sub_smul, star_smul, smul_dotProduct]
    simp
  have hs (w : n → ℂ) : len w ^ 2 = ∑ i, ‖b.repr (WithLp.toLp 2 w) i‖ ^ 2 := by
    rw [len, ← b.repr.norm_map, EuclideanSpace.norm_sq_eq]
  refine ⟨hM.eigenvalues k, (secular_eq_zero_iff _ _ _).2 ⟨(b k).ofLp, fun h =>
    b.orthonormal.ne_zero k (by ext j; exact congrFun h j), by rw [hb, one_mulVec]⟩, ?_⟩
  refine (sq_le_sq₀ (mul_nonneg (abs_nonneg _) (norm_nonneg _)) (norm_nonneg _)).1 ?_
  change (|hM.eigenvalues k - E| * len v) ^ 2 ≤ len ((M - (E : ℂ) • 1) *ᵥ v) ^ 2
  rw [mul_pow, hs, hs, Finset.mul_sum]
  refine Finset.sum_le_sum fun i _ => ?_
  rw [hc, norm_mul, mul_pow, Complex.norm_real, Real.norm_eq_abs]
  exact mul_le_mul_of_nonneg_right (pow_le_pow_left₀ (abs_nonneg _) (hk i) 2) (sq_nonneg _)

/-- At distance at least `d > 0` from the levels of a Hermitian `B`, the Green's function is a true
inverse and stretches no vector by more than `1/d`. -/
theorem green_spec {B : Matrix n n ℂ} (hB : B.IsHermitian) {z d : ℝ} (hd : 0 < d)
    (hg : HasGap B z d) : IsUnit ((z : ℂ) • 1 - B).det ∧
      ∀ u, d * len (green B z *ᵥ u) ≤ len u := by
  have hu : IsUnit ((z : ℂ) • 1 - B).det := isUnit_iff_ne_zero.2 fun h => by
    obtain ⟨v, hv, h0⟩ := exists_mulVec_eq_zero_iff.2 h
    rw [sub_mulVec, smul_mulVec, sub_eq_zero] at h0
    have := hg z ((secular_eq_zero_iff _ _ _).2 ⟨v, hv, h0.symm⟩)
    rw [sub_self, abs_zero] at this
    linarith
  refine ⟨hu, fun u => ?_⟩
  by_cases hw : green B z *ᵥ u = 0
  · rw [hw]
    simp [len]
  · obtain ⟨μ, h1, h2⟩ := exists_level_near hB z hw
    have h3 : (B - (z : ℂ) • 1) *ᵥ (green B z *ᵥ u) = -u := by
      rw [← neg_sub, neg_mulVec, mulVec_mulVec, green, mul_nonsing_inv _ hu, one_mulVec]
    have h4 : len (-u) = len u := by simp [len]
    rw [h3, h4, abs_sub_comm] at h2
    exact (mul_le_mul_of_nonneg_right (hg μ h1) (norm_nonneg _)).trans h2
```

Here `key` is the expansion of $K$.

```lean
/-- Eliminating the outer amplitudes `y` from the full eigenvalue equations leaves a residual
of second order in `E - E0` in the linearised downfolded equation. -/
theorem downfolded_residual {A : Matrix m m ℂ} {B : Matrix n n ℂ} {C : Matrix m n ℂ}
    {E E0 : ℝ} (hE : IsUnit ((E : ℂ) • 1 - B).det) (hE0 : IsUnit ((E0 : ℂ) • 1 - B).det)
    {x : m → ℂ} {y : n → ℂ} (hx : A *ᵥ x + C *ᵥ y = (E : ℂ) • x)
    (hy : Cᴴ *ᵥ x + B *ᵥ y = (E : ℂ) • y) :
    y = green B E *ᵥ (Cᴴ *ᵥ x) ∧
    (downfolded A B C E0 - (E : ℂ) • overlap B C E0) *ᵥ x = (-((E : ℂ) - E0) ^ 2) •
      ((C * (green B E0 * green B E * green B E0) * Cᴴ) *ᵥ x) := by
  have a1 := mul_nonsing_inv _ hE
  have a2 := nonsing_inv_mul _ hE
  have b1 := mul_nonsing_inv _ hE0
  have b2 := nonsing_inv_mul _ hE0
  change _ * green B E = 1 at a1
  change green B E * _ = 1 at a2
  change _ * green B E0 = 1 at b1
  change green B E0 * _ = 1 at b2
  have hy' : y = green B E *ᵥ (Cᴴ *ᵥ x) := by
    have h : Cᴴ *ᵥ x = ((E : ℂ) • 1 - B) *ᵥ y := by
      rw [sub_mulVec, smul_mulVec, one_mulVec, ← hy, add_sub_cancel_right]
    rw [h, mulVec_mulVec, a2, one_mulVec]
  refine ⟨hy', ?_⟩
  have hP : ((E : ℂ) • 1 - B) - ((E0 : ℂ) • 1 - B) = ((E : ℂ) - E0) • 1 := by module
  unfold downfolded overlap
  generalize green B E = K at *
  generalize green B E0 = G at *
  have h1 : G * (((E : ℂ) • 1 - B) - ((E0 : ℂ) • 1 - B)) * K = G - K := by
    rw [mul_sub, sub_mul, b2, one_mul, mul_assoc, a1, mul_one]
  have h2 : K * (((E : ℂ) • 1 - B) - ((E0 : ℂ) • 1 - B)) * G = G - K := by
    rw [mul_sub, sub_mul, a2, one_mul, mul_assoc, b1, mul_one]
  rw [hP, mul_smul_comm, mul_one, smul_mul_assoc] at h1 h2
  have h3 := congrArg (fun Z => G * Z) h2
  simp only [mul_sub, mul_smul_comm, ← mul_assoc] at h3
  -- second-order remainder of the Green's function
  have key : G - K - ((E : ℂ) - E0) • (G * G) = (-((E : ℂ) - E0) ^ 2) • (G * K * G) := by
    linear_combination (norm := module) ((E : ℂ) - E0) • h3 - h1
  have h := congrArg (fun Z => C *ᵥ (Z *ᵥ (Cᴴ *ᵥ x))) key
  rw [hy'] at hx
  simp only [sub_mulVec, add_mulVec, smul_mulVec, one_mulVec, mulVec_sub, mulVec_smul,
    mulVec_mulVec, smul_add, Matrix.mul_assoc, Matrix.sub_mul, Matrix.smul_mul] at h hx ⊢
  linear_combination (norm := module) h + hx
```

`hXT` bounds $X$ relative to $T$; `hCS` is Cauchy–Schwarz.

```lean
omit [DecidableEq n] in
/-- Residual bound for a Hermitian problem with overlap `1 + Xᴴ X`, when the residual is
`Xᴴ w` with `w` at most `η` times as long as `X x`. -/
theorem exists_generalized_level_near {L : Matrix m m ℂ} (hL : L.IsHermitian)
    (X : Matrix n m ℂ) {x : m → ℂ} (hx : x ≠ 0) {w : n → ℂ} {E k η : ℝ} (hη : 0 ≤ η)
    (hX : ∀ u, len (X *ᵥ u) ≤ k * len u)
    (hr : (L - (E : ℂ) • (1 + Xᴴ * X)) *ᵥ x = Xᴴ *ᵥ w)
    (hw : len w ≤ η * len (X *ᵥ x)) :
    ∃ μ : ℝ, secular L (1 + Xᴴ * X) μ = 0 ∧ |μ - E| * (1 + k ^ 2) ≤ η * k ^ 2 := by
  -- factor the overlap and orthonormalise
  obtain ⟨T, hT⟩ : ∃ T : Matrix m m ℂ, 1 + Xᴴ * X = star T * T :=
    CStarAlgebra.nonneg_iff_eq_star_mul_self.1 (Matrix.nonneg_iff_posSemidef.2
      (Matrix.PosSemidef.one.add (posSemidef_conjTranspose_mul_self X)))
  rw [star_eq_conjTranspose] at hT
  have hlen (u : m → ℂ) : len (T *ᵥ u) ^ 2 = len u ^ 2 + len (X *ᵥ u) ^ 2 := by
    have h := congrArg (fun K => star u ⬝ᵥ (K *ᵥ u)) hT
    simp only [add_mulVec, one_mulVec, dotProduct_add, ← len_mulVec_sq, ← len_sq] at h
    exact_mod_cast h.symm
  have hXT (u : m → ℂ) : (1 + k ^ 2) * len (X *ᵥ u) ^ 2 ≤ k ^ 2 * len (T *ᵥ u) ^ 2 := by
    have h : len (X *ᵥ u) ^ 2 ≤ (k * len u) ^ 2 := pow_le_pow_left₀ (norm_nonneg _) (hX u) 2
    rw [hlen]
    nlinarith
  have hpos {v : m → ℂ} (hv : v ≠ 0) : 0 < len v :=
    norm_pos_iff.2 fun h => hv (congrArg WithLp.ofLp h)
  have hu : IsUnit T.det := isUnit_iff_ne_zero.2 fun h => by
    obtain ⟨v, hv, h0⟩ := exists_mulVec_eq_zero_iff.2 h
    have h1 := hlen v
    have h2 : len (0 : m → ℂ) = 0 := by simp [len]
    rw [h0, h2] at h1
    nlinarith [hpos hv, sq_nonneg (len (X *ᵥ v))]
  obtain ⟨S, hTS, hST⟩ : ∃ S, T * S = 1 ∧ S * T = 1 :=
    ⟨T⁻¹, mul_nonsing_inv _ hu, nonsing_inv_mul _ hu⟩
  have hTS' : Sᴴ * Tᴴ = 1 := by rw [← conjTranspose_mul, hTS, conjTranspose_one]
  have hST' : Tᴴ * Sᴴ = 1 := by rw [← conjTranspose_mul, hST, conjTranspose_one]
  have hc (μ : ℝ) : L - (μ : ℂ) • (1 + Xᴴ * X)
      = Tᴴ * (Sᴴ * L * S - (μ : ℂ) • 1) * T := by
    rw [hT, mul_sub, sub_mul, mul_smul_comm, mul_one, smul_mul_assoc]
    congr 1
    calc L = (Tᴴ * Sᴴ) * L * (S * T) := by rw [hST', hST, one_mul, mul_one]
      _ = _ := by simp only [mul_assoc]
  have hz : T *ᵥ x ≠ 0 := fun h => hx (by
    rw [← one_mulVec x, ← hST, ← mulVec_mulVec, h, mulVec_zero])
  obtain ⟨μ, h1, h2⟩ := exists_level_near (isHermitian_conjTranspose_mul_mul S hL) E hz
  rw [secular] at h1
  refine ⟨μ, by rw [secular, hc, det_mul, det_mul, h1, mul_zero, zero_mul], ?_⟩
  have hg : (Sᴴ * L * S - (E : ℂ) • 1) *ᵥ (T *ᵥ x) = Sᴴ *ᵥ (Xᴴ *ᵥ w) := by
    rw [← hr, hc, mulVec_mulVec, mulVec_mulVec]
    congr 1
    rw [← mul_assoc, ← mul_assoc, hTS', one_mul]
  obtain ⟨g, hg'⟩ : ∃ g, g = Sᴴ *ᵥ (Xᴴ *ᵥ w) := ⟨_, rfl⟩
  rw [hg, ← hg'] at h2
  -- Cauchy-Schwarz for the transformed residual
  have hCS : len g ^ 2 ≤ len (X *ᵥ (S *ᵥ g)) * len w := by
    have h := norm_inner_le_norm (𝕜 := ℂ) (WithLp.toLp 2 (X *ᵥ (S *ᵥ g))) (WithLp.toLp 2 w)
    have e : star (X *ᵥ (S *ᵥ g)) ⬝ᵥ w = ((len g ^ 2 : ℝ) : ℂ) := by
      rw [len_sq, star_mulVec, star_mulVec, ← dotProduct_mulVec, ← dotProduct_mulVec, ← hg']
    rw [EuclideanSpace.inner_eq_star_dotProduct, dotProduct_comm, e, Complex.norm_real,
      Real.norm_of_nonneg (sq_nonneg _)] at h
    exact h
  have ha := hXT (S *ᵥ g)
  rw [mulVec_mulVec g T S, hTS, one_mulVec] at ha
  have hb := hXT x
  have hZ := hpos hz
  have p0 : 0 ≤ len g := norm_nonneg _
  have a0 : 0 ≤ len (X *ᵥ (S *ᵥ g)) := norm_nonneg _
  have b0 : 0 ≤ len (X *ᵥ x) := norm_nonneg _
  have hw' := hCS.trans (mul_le_mul_of_nonneg_left hw a0)
  generalize len (X *ᵥ (S *ᵥ g)) = a at *
  generalize len (X *ᵥ x) = b at *
  generalize len (T *ᵥ x) = Z at *
  generalize len g = p at *
  have hab : (1 + k ^ 2) * (a * b) ≤ k ^ 2 * (p * Z) := by
    refine (sq_le_sq₀ (by positivity) (by positivity)).1 ?_
    have := mul_le_mul ha hb (by positivity) (by positivity)
    linarith
  have hp : p * (p * (1 + k ^ 2)) ≤ p * (η * k ^ 2 * Z) := by
    have i1 := mul_le_mul_of_nonneg_left hab hη
    have i2 := mul_le_mul_of_nonneg_right hw' (by positivity : 0 ≤ 1 + k ^ 2)
    linarith
  have hq : p * (1 + k ^ 2) ≤ η * k ^ 2 * Z := by
    rcases p0.eq_or_lt with h | h
    · rw [← h, zero_mul]
      positivity
    · exact le_of_mul_le_mul_left hp h
  refine le_of_mul_le_mul_right ?_ hZ
  have := mul_le_mul_of_nonneg_right h2 (by positivity : 0 ≤ 1 + k ^ 2)
  linarith
```

The main theorem takes Hermitian `A` and `B`, both gaps and a full level `E`. It supplies one nearby root, without matching order or multiplicity.

```lean
/-- Near every level `E` of the full Hamiltonian that is separated from the outer block, the
linearised downfolded problem has a level, with an error of second order in `E - E0`. -/
theorem exists_downfolded_level {A : Matrix m m ℂ} {B : Matrix n n ℂ} (C : Matrix m n ℂ)
    (hA : A.IsHermitian) (hB : B.IsHermitian) {E E0 d : ℝ} (hd : 0 < d)
    (hE : HasGap B E d) (hE0 : HasGap B E0 d)
    (hH : secular (fromBlocks A C Cᴴ B) 1 E = 0) :
    ∃ μ : ℝ, secular (downfolded A B C E0) (overlap B C E0) μ = 0 ∧
      |μ - E| ≤ (E - E0) ^ 2 * ‖C‖ ^ 2 / (d * (d ^ 2 + ‖C‖ ^ 2)) := by
  obtain ⟨uE, gE⟩ := green_spec hB hd hE
  obtain ⟨u0, g0⟩ := green_spec hB hd hE0
  obtain ⟨v, hv, h⟩ := (secular_eq_zero_iff _ _ _).1 hH
  rw [fromBlocks_mulVec, one_mulVec] at h
  obtain ⟨hy, hr⟩ := downfolded_residual (A := A) (C := C) (x := v ∘ Sum.inl)
    (y := v ∘ Sum.inr) uE u0 (funext fun i => congrFun h (Sum.inl i))
    (funext fun i => congrFun h (Sum.inr i))
  have hx : v ∘ Sum.inl ≠ 0 := fun h0 => hv (by
    rw [h0, mulVec_zero, mulVec_zero] at hy
    funext i
    rcases i with i | i
    · exact congrFun h0 i
    · exact congrFun hy i)
  have hG : (green B E0)ᴴ = green B E0 := by
    rw [green, conjTranspose_nonsing_inv]
    simp [hB.eq]
  have hL : (downfolded A B C E0).IsHermitian := by
    change (downfolded A B C E0)ᴴ = _
    simp only [downfolded, conjTranspose_add, conjTranspose_smul, conjTranspose_mul,
      conjTranspose_conjTranspose, hA.eq, hG, Complex.star_def, Complex.conj_ofReal,
      Matrix.mul_assoc]
  have hO : overlap B C E0 = 1 + (green B E0 * Cᴴ)ᴴ * (green B E0 * Cᴴ) := by
    simp only [overlap, conjTranspose_mul, conjTranspose_conjTranspose, hG, Matrix.mul_assoc]
  have hX (u : m → ℂ) : len ((green B E0 * Cᴴ) *ᵥ u) ≤ ‖C‖ / d * len u := by
    have h1 : len (Cᴴ *ᵥ u) ≤ ‖Cᴴ‖ * len u := l2_opNorm_mulVec Cᴴ (WithLp.toLp 2 u)
    rw [l2_opNorm_conjTranspose] at h1
    rw [← mulVec_mulVec, div_mul_eq_mul_div, le_div_iff₀ hd, mul_comm]
    exact (g0 _).trans h1
  rw [hO] at hr ⊢
  obtain ⟨μ, h1, h2⟩ := exists_generalized_level_near hL (green B E0 * Cᴴ) hx
    (w := (-((E : ℂ) - E0) ^ 2) •
      (green B E *ᵥ ((green B E0 * Cᴴ) *ᵥ (v ∘ Sum.inl))))
    (E := E) (k := ‖C‖ / d) (η := (E - E0) ^ 2 / d) (by positivity) hX
    (by
      rw [hr, mulVec_smul]
      simp only [conjTranspose_mul, conjTranspose_conjTranspose, hG, mulVec_mulVec,
        Matrix.mul_assoc])
    (by
      have e : ‖(-((E : ℂ) - E0) ^ 2)‖ = (E - E0) ^ 2 := by
        rw [norm_neg, norm_pow, ← Complex.ofReal_sub, Complex.norm_real, Real.norm_eq_abs,
          sq_abs]
      rw [len, WithLp.toLp_smul, norm_smul, e, div_mul_eq_mul_div, le_div_iff₀ hd, mul_assoc]
      refine mul_le_mul_of_nonneg_left ?_ (sq_nonneg _)
      rw [mul_comm]
      exact gE _)
  refine ⟨μ, h1, ?_⟩
  have e : (E - E0) ^ 2 * ‖C‖ ^ 2 / (d * (d ^ 2 + ‖C‖ ^ 2))
      = (E - E0) ^ 2 / d * (‖C‖ / d) ^ 2 / (1 + (‖C‖ / d) ^ 2) := by
    field_simp
  rw [e, le_div_iff₀ (by positivity)]
  exact h2
```

The corollary adds a coupling-independent bound.

```lean
/-- The error is at most `(E - E0)² ‖C‖² / d³`, and also at most `(E - E0)² / d`
whatever the coupling. -/
theorem exists_downfolded_level_simple {A : Matrix m m ℂ} {B : Matrix n n ℂ}
    (C : Matrix m n ℂ) (hA : A.IsHermitian) (hB : B.IsHermitian) {E E0 d : ℝ} (hd : 0 < d)
    (hE : HasGap B E d) (hE0 : HasGap B E0 d)
    (hH : secular (fromBlocks A C Cᴴ B) 1 E = 0) :
    ∃ μ : ℝ, secular (downfolded A B C E0) (overlap B C E0) μ = 0 ∧
      |μ - E| ≤ (E - E0) ^ 2 * ‖C‖ ^ 2 / d ^ 3 ∧ |μ - E| ≤ (E - E0) ^ 2 / d := by
  obtain ⟨μ, h1, h2⟩ := exists_downfolded_level C hA hB hd hE hE0 hH
  refine ⟨μ, h1, h2.trans ?_, h2.trans ?_⟩
  · refine div_le_div_of_nonneg_left (by positivity) (by positivity) ?_
    have : 0 ≤ d * ‖C‖ ^ 2 := by positivity
    linarith
  · rw [div_le_div_iff₀ (by positivity) hd]
    have : 0 ≤ (E - E0) ^ 2 * d ^ 3 := by positivity
    linarith
```

Equality in the bound of `exists_downfolded_level` occurs, for example, with one state per block, $B=0$, $E=d$, $E_0=-d$, real coupling $C=c$ and $A=d-c^2/d$. The full matrix then has the normalised eigenvector $(d,c)/\sqrt{d^2+c^2}$ at $E$.

```lean
/-- With one state in each block, `B = 0`, `E = d`, `E0 = -d` and coupling `c`, every level of
the downfolded problem has exactly the error allowed by `exists_downfolded_level`. -/
theorem downfolded_level_sharp {d : ℝ} (hd : 0 < d) (c : ℝ) :
    let A : Matrix (Fin 1) (Fin 1) ℂ := ((d - c ^ 2 / d : ℝ) : ℂ) • 1
    let C : Matrix (Fin 1) (Fin 1) ℂ := (c : ℂ) • 1
    secular (fromBlocks A C Cᴴ 0) 1 d = 0 ∧
    HasGap (0 : Matrix (Fin 1) (Fin 1) ℂ) d d ∧
    HasGap (0 : Matrix (Fin 1) (Fin 1) ℂ) (-d) d ∧
    ∀ μ : ℝ, secular (downfolded A 0 C (-d)) (overlap 0 C (-d)) μ = 0 →
      |μ - d| = (d - -d) ^ 2 * ‖C‖ ^ 2 / (d * (d ^ 2 + ‖C‖ ^ 2)) := by
  intro A C
  have hdc : (d : ℂ) ≠ 0 := by exact_mod_cast hd.ne'
  have hb (b : ℝ) (h : secular (0 : Matrix (Fin 1) (Fin 1) ℂ) 1 b = 0) : b = 0 := by
    simpa [secular] using h
  refine ⟨?_, fun b h => ?_, fun b h => ?_, fun μ h => ?_⟩
  · -- the eigenvector has amplitudes d and c
    refine (secular_eq_zero_iff _ _ _).2
      ⟨Sum.elim (fun _ => (d : ℂ)) (fun _ => (c : ℂ)), fun h => hdc ?_, ?_⟩
    · exact congrFun h (Sum.inl 0)
    · rw [fromBlocks_mulVec, one_mulVec]
      funext i
      rcases i with i | i
      · simp [A, C, smul_mulVec, Function.comp_def]
        field_simp
        ring
      · simp [C, smul_mulVec, Function.comp_def, mul_comm]
  · rw [hb b h, sub_zero]
    exact le_abs_self d
  · rw [hb b h, sub_zero, abs_neg]
    exact le_abs_self d
  · have hG : green (0 : Matrix (Fin 1) (Fin 1) ℂ) (-d) = (-(d : ℂ)⁻¹) • 1 := by
      refine inv_eq_right_inv ?_
      rw [sub_zero, smul_mul_smul_comm, one_mul, Complex.ofReal_neg, neg_mul_neg,
        mul_inv_cancel₀ hdc, one_smul]
    have h' : d - 3 * c ^ 2 / d - μ * (1 + c ^ 2 / d ^ 2) = 0 := by
      rw [secular, det_fin_one, downfolded, overlap, hG] at h
      simp [A, C] at h
      have h3 : ((d - 3 * c ^ 2 / d - μ * (1 + c ^ 2 / d ^ 2) : ℝ) : ℂ) = 0 := by
        rw [← h]
        push_cast
        field_simp
        ring
      exact_mod_cast h3
    have hC : ‖C‖ ^ 2 = c ^ 2 := by
      rw [norm_smul, CStarRing.norm_one, mul_one, Complex.norm_real, Real.norm_eq_abs, sq_abs]
    have e1 : d ^ 2 * (d - 3 * c ^ 2 / d - μ * (1 + c ^ 2 / d ^ 2))
        = d ^ 3 - 3 * c ^ 2 * d - μ * (d ^ 2 + c ^ 2) := by
      field_simp
    rw [h', mul_zero] at e1
    have e2 : μ - d = -((d - -d) ^ 2 * c ^ 2 / (d * (d ^ 2 + c ^ 2))) := by
      rw [← neg_div, eq_div_iff (by positivity)]
      linear_combination d * e1
    rw [hC, e2, abs_neg, abs_of_nonneg (by positivity)]

end

end LinearisedDownfolding
```
```lean
#print axioms LinearisedDownfolding.exists_downfolded_level
#print axioms LinearisedDownfolding.exists_downfolded_level_simple
#print axioms LinearisedDownfolding.downfolded_level_sharp
```

```
'LinearisedDownfolding.exists_downfolded_level' depends on axioms: [propext, Classical.choice, Quot.sound]
'LinearisedDownfolding.exists_downfolded_level_simple' depends on axioms: [propext, Classical.choice, Quot.sound]
'LinearisedDownfolding.downfolded_level_sharp' depends on axioms: [propext, Classical.choice, Quot.sound]
```
